# Bounds on the MP2 energy when a level shift stays on the virtual orbitals

An SCF calculation stabilised by level shifting can pass its virtual orbital energies to MP2 with the shift still in them, and the correlation energy then comes out too small in magnitude without any sign of failure. If all occupied–virtual energy differences are positive and lie in a known range, the theorems below bound the fraction of the energy that is left.

In Lean 4 with Mathlib:

```lean
import Mathlib

open Finset

namespace LevelShiftedMP2

noncomputable section

variable {ι O V : Type*} [Fintype ι] [Fintype O] [Fintype V]

/-- The MP2 magnitude sum `∑ |v_k|² / (d_k + 2b)` for couplings `v`, true denominators `d` and a
shift `b` left on the virtual levels; its domain is `d_k + 2b ≠ 0` for all `k`. -/
def shiftedSum (v : ι → ℂ) (d : ι → ℝ) (b : ℝ) : ℝ :=
  ∑ k, ‖v k‖ ^ 2 / (d k + 2 * b)

/-- The orbital-energy denominator of the double excitation that moves two electrons from the
occupied pair `k.1` to the virtual pair `k.2`. -/
def gap (eO : O → ℝ) (eV : V → ℝ) (k : (O × O) × (V × V)) : ℝ :=
  eV k.2.1 + eV k.2.2 - eO k.1.1 - eO k.1.2

/-- The spin-orbital MP2 energy for occupied energies `eO`, virtual energies `eV` and
antisymmetrized integrals `v`; its domain is that no denominator vanishes. -/
def mp2Energy (eO : O → ℝ) (eV : V → ℝ) (v : (O × O) × (V × V) → ℂ) : ℝ :=
  -(1 / 4) * ∑ k, ‖v k‖ ^ 2 / gap eO eV k

omit [Fintype O] [Fintype V] in
/-- Raising every virtual level by `b` raises the denominator of each double excitation
by `2b`. -/
theorem gap_shift (eO : O → ℝ) (eV : V → ℝ) (b : ℝ) (k : (O × O) × (V × V)) :
    gap eO (fun a => eV a + b) k = gap eO eV k + 2 * b := by
  unfold gap
  ring

/-- For positive denominators, `b ≥ 0` and a reference denominator `c > 0`, the shifted sum differs
from `c/(c + 2b)` times the correct sum by terms proportional to `d_k - c`. -/
theorem shiftedSum_sub (v : ι → ℂ) {d : ι → ℝ} {b c : ℝ} (hd : ∀ k, 0 < d k)
    (hb : 0 ≤ b) (hc : 0 < c) :
    shiftedSum v d b - c / (c + 2 * b) * shiftedSum v d 0 =
      ∑ k, ‖v k‖ ^ 2 * (2 * b) * (d k - c) / (d k * (d k + 2 * b) * (c + 2 * b)) := by
  unfold shiftedSum
  rw [Finset.mul_sum, ← Finset.sum_sub_distrib]
  refine Finset.sum_congr rfl fun k _ => ?_
  have h0 := hd k
  have h1 : d k ≠ 0 := h0.ne'
  have h2 : d k + 2 * b ≠ 0 := by positivity
  have h3 : c + 2 * b ≠ 0 := by positivity
  rw [mul_zero, add_zero]
  field_simp
  ring

/-- If all true denominators lie in `[g, w]` with `g > 0` and the virtual levels retain a shift
`b ≥ 0`, the MP2 magnitude sum lies between `g/(g + 2b)` and `w/(w + 2b)` times the correct sum. -/
theorem shiftedSum_bounds (v : ι → ℂ) {d : ι → ℝ} {g w b : ℝ} (hg : 0 < g) (hb : 0 ≤ b)
    (hd : ∀ k, g ≤ d k ∧ d k ≤ w) :
    g / (g + 2 * b) * shiftedSum v d 0 ≤ shiftedSum v d b ∧
      shiftedSum v d b ≤ w / (w + 2 * b) * shiftedSum v d 0 := by
  have hpos : ∀ k, 0 < d k := fun k => hg.trans_le (hd k).1
  constructor
  · -- every term of the difference is non-negative when `c = g`
    rw [← sub_nonneg, shiftedSum_sub v hpos hb hg]
    refine Finset.sum_nonneg fun k _ => ?_
    have h0 := hpos k
    exact div_nonneg (mul_nonneg (by positivity) (sub_nonneg.2 (hd k).1)) (by positivity)
  · rcases isEmpty_or_nonempty ι with hι | ⟨⟨k₀⟩⟩
    · simp [shiftedSum]
    · -- every term of the difference is non-positive when `c = w`
      have hw : 0 < w := (hpos k₀).trans_le (hd k₀).2
      rw [← sub_nonpos, shiftedSum_sub v hpos hb hw]
      refine Finset.sum_nonpos fun k _ => ?_
      have h0 := hpos k
      have hx : 0 ≤ ‖v k‖ ^ 2 * (2 * b) := by positivity
      have hn := mul_nonneg hx (sub_nonneg.2 (hd k).2)
      exact div_nonpos_of_nonpos_of_nonneg (by linarith) (by positivity)

/-- For a shift `b > 0` and denominators at least `g > 0`, the lower bound is attained exactly when
every excitation with non-zero coupling has denominator `g`. -/
theorem lower_bound_eq_iff (v : ι → ℂ) {d : ι → ℝ} {g b : ℝ} (hg : 0 < g) (hb : 0 < b)
    (hd : ∀ k, g ≤ d k) :
    shiftedSum v d b = g / (g + 2 * b) * shiftedSum v d 0 ↔ ∀ k, v k ≠ 0 → d k = g := by
  have hpos : ∀ k, 0 < d k := fun k => hg.trans_le (hd k)
  have hden : ∀ k, 0 < d k * (d k + 2 * b) * (g + 2 * b) := fun k => by
    have h0 := hpos k
    positivity
  rw [← sub_eq_zero, shiftedSum_sub v hpos hb.le hg, Finset.sum_eq_zero_iff_of_nonneg
    (fun k _ => div_nonneg (mul_nonneg (by positivity) (sub_nonneg.2 (hd k))) (hden k).le)]
  constructor
  · intro h k hv
    have hn := (div_eq_zero_iff.1 (h k (Finset.mem_univ k))).resolve_right (hden k).ne'
    have hx : 0 < ‖v k‖ ^ 2 * (2 * b) := by
      have hv' := norm_pos_iff.2 hv
      positivity
    exact sub_eq_zero.1 ((mul_eq_zero.1 hn).resolve_left hx.ne')
  · intro h k _
    by_cases hv : v k = 0
    · simp [hv]
    · simp [h k hv]

/-- Let `D > 0` be the mean of the positive denominators, weighted by the contributions
`|v_k|²/d_k` to the correct sum. For `b ≥ 0` the shifted sum is at most `D/(D + 2b)` times the
correct sum. -/
theorem shiftedSum_le_mean (v : ι → ℂ) {d : ι → ℝ} {b D : ℝ} (hd : ∀ k, 0 < d k)
    (hb : 0 ≤ b) (hD : 0 < D) (hmean : D * shiftedSum v d 0 = ∑ k, ‖v k‖ ^ 2) :
    shiftedSum v d b ≤ D / (D + 2 * b) * shiftedSum v d 0 := by
  -- the concave function `d/(d + 2b)` lies below its tangent at `D`
  have key : ∀ k, ‖v k‖ ^ 2 / (d k + 2 * b) ≤
      D / (D + 2 * b) * (‖v k‖ ^ 2 / (d k + 2 * 0)) +
        2 * b / (D + 2 * b) ^ 2 * (‖v k‖ ^ 2 - D * (‖v k‖ ^ 2 / (d k + 2 * 0))) := by
    intro k
    have h0 := hd k
    have h1 : d k ≠ 0 := h0.ne'
    have h2 : d k + 2 * b ≠ 0 := by positivity
    have h3 : D + 2 * b ≠ 0 := by positivity
    rw [mul_zero, add_zero, ← sub_nonneg]
    have e : D / (D + 2 * b) * (‖v k‖ ^ 2 / d k) +
        2 * b / (D + 2 * b) ^ 2 * (‖v k‖ ^ 2 - D * (‖v k‖ ^ 2 / d k)) -
        ‖v k‖ ^ 2 / (d k + 2 * b) =
        ‖v k‖ ^ 2 * (2 * b) * (d k - D) ^ 2 / ((D + 2 * b) ^ 2 * (d k + 2 * b) * d k) := by
      field_simp
      ring
    rw [e]
    positivity
  calc shiftedSum v d b ≤ _ := Finset.sum_le_sum fun k _ => key k
    _ = D / (D + 2 * b) * shiftedSum v d 0 +
        2 * b / (D + 2 * b) ^ 2 * (∑ k, ‖v k‖ ^ 2 - D * shiftedSum v d 0) := by
      unfold shiftedSum
      rw [Finset.sum_add_distrib, ← Finset.mul_sum, ← Finset.mul_sum,
        Finset.sum_sub_distrib, ← Finset.mul_sum]
    _ = D / (D + 2 * b) * shiftedSum v d 0 := by
      rw [hmean]
      ring

/-- If every virtual-occupied energy difference lies in `[Δ, W]` with `Δ > 0`, the MP2 energy
computed with virtual levels raised by `b ≥ 0` lies between `W/(W + b)` and `Δ/(Δ + b)` times the
correct MP2 energy. -/
theorem mp2Energy_bounds (eO : O → ℝ) (eV : V → ℝ) (v : (O × O) × (V × V) → ℂ)
    {Δ W b : ℝ} (hΔ : 0 < Δ) (hb : 0 ≤ b)
    (h : ∀ i a, Δ ≤ eV a - eO i ∧ eV a - eO i ≤ W) :
    W / (W + b) * mp2Energy eO eV v ≤ mp2Energy eO (fun a => eV a + b) v ∧
      mp2Energy eO (fun a => eV a + b) v ≤ Δ / (Δ + b) * mp2Energy eO eV v := by
  -- a double excitation is a pair of single ones, so its denominator lies in `[2Δ, 2W]`
  have hd : ∀ k, 2 * Δ ≤ gap eO eV k ∧ gap eO eV k ≤ 2 * W := by
    intro k
    have h1 := h k.1.1 k.2.1
    have h2 := h k.1.2 k.2.2
    unfold gap
    constructor <;> linarith [h1.1, h1.2, h2.1, h2.2]
  have hs : mp2Energy eO (fun a => eV a + b) v =
      -(1 / 4) * shiftedSum v (gap eO eV) b := by
    simp only [mp2Energy, shiftedSum, gap_shift]
  have h0 : mp2Energy eO eV v = -(1 / 4) * shiftedSum v (gap eO eV) 0 := by
    simp only [mp2Energy, shiftedSum, mul_zero, add_zero]
  have hr : ∀ x : ℝ, 2 * x / (2 * x + 2 * b) = x / (x + b) := fun x => by
    rw [← mul_add, mul_div_mul_left _ _ two_ne_zero]
  obtain ⟨hl, hu⟩ := shiftedSum_bounds v (by positivity : 0 < 2 * Δ) hb hd
  rw [hr] at hl hu
  rw [hs, h0]
  constructor <;> linarith

end

end LevelShiftedMP2
```

```lean
#print axioms LevelShiftedMP2.lower_bound_eq_iff
#print axioms LevelShiftedMP2.shiftedSum_le_mean
#print axioms LevelShiftedMP2.mp2Energy_bounds
```

```
'LevelShiftedMP2.lower_bound_eq_iff' depends on axioms: [propext, Classical.choice, Quot.sound]
'LevelShiftedMP2.shiftedSum_le_mean' depends on axioms: [propext, Classical.choice, Quot.sound]
'LevelShiftedMP2.mp2Energy_bounds' depends on axioms: [propext, Classical.choice, Quot.sound]
```

## The fraction of the correlation energy that remains

Let $k$ run over finitely many double excitations, with complex couplings $v_k$ and true denominators $d_k$. Let $b\ge 0$ be the shift left on each virtual level. The quantity `shiftedSum v d b` is

$$S(b)=\sum_k \frac{|v_k|^2}{d_k+2b},$$

so $S(0)$ is the correct sum. If $g\le d_k\le w$ for all $k$, with $g>0$, then `shiftedSum_bounds` states

$$\frac{g}{g+2b}\,S(0)\;\le\; S(b)\;\le\;\frac{w}{w+2b}\,S(0).$$

With no excitations at all, both sums are zero and the statement still holds.

Two further theorems refine this. For $b>0$, `lower_bound_eq_iff` says that the lower bound is attained exactly when every excitation with $v_k\neq 0$ has $d_k=g$. The theorem `shiftedSum_le_mean` replaces $w$ in the upper bound by a number $D>0$ with $D\,S(0)=\sum_k|v_k|^2$. When $S(0)>0$, this $D$ is the mean of the denominators, each weighted by its contribution $|v_k|^2/d_k$ to the correct sum. A mean cannot exceed the largest denominator, so the bound with $D$ is never weaker than the one with $w$.

The last theorem, `mp2Energy_bounds`, is about orbital energies. Let $\varepsilon_i$ be the occupied and $\varepsilon_a$ the virtual energies, and let every difference $\varepsilon_a-\varepsilon_i$ lie in $[\Delta,W]$ with $\Delta>0$. Write $E(b)$ for the MP2 energy computed with all virtual levels raised by $b$. Then

$$\frac{W}{W+b}\,E(0)\;\le\;E(b)\;\le\;\frac{\Delta}{\Delta+b}\,E(0).$$

The energies are negative or zero, so the factor with $W$ gives the lower end.

## Shifted energies, unchanged orbitals

In the file, `O` and `V` are finite sets of occupied and virtual spin orbitals, with real energies `eO` and `eV`. A double excitation is a pair of pairs: `k.1` holds the occupied orbitals $i,i'$ and `k.2` the virtual orbitals $a,a'$. Its denominator is called `gap`,

$$\varepsilon_a+\varepsilon_{a'}-\varepsilon_i-\varepsilon_{i'},$$

which is not the HOMO–LUMO gap that the word usually denotes. The letter $b$ is always the shift, never a virtual index. Many textbooks write the denominator with the opposite sign; here it is positive, and the minus sign stands in front of the sum in `mp2Energy`, together with the factor $1/4$ for unrestricted sums over spin orbitals. The couplings `v` stand for the antisymmetrized two-electron integrals, although the bounds hold for any complex numbers in their place.

The condition $\Delta>0$ says that every virtual level lies above every occupied one, so no denominator vanishes or changes sign. The bounds concern the second-order energy in a finite orbital basis and make no statement about higher orders of perturbation theory.

One step between this model and a real SCF calculation is left to the reader's physics: the same `v` appears with and without the shift. This is right at self-consistency. The Fock matrix then has no occupied–virtual block, and the level shift adds $b$ times the identity to the virtual block, which moves the virtual eigenvalues and leaves the canonical orbitals as they are. Before convergence the shift also changes the orbitals, and with them the integrals.

In an actual calculation the shift enters through the last diagonalisation. If the matrix diagonalised there is still the shifted one, its virtual eigenvalues are $\varepsilon_a+b$. At convergence the correct values are recovered by subtracting $b$ from them, or by diagonalising the unshifted Fock matrix built from the converged density. Suppose this is omitted with $b=0.3$ hartree, and the single-particle differences run from $\Delta=0.5$ to $W=4.5$ hartree. The remaining fraction then lies between $0.5/0.8=0.625$ and $4.5/4.8=0.9375$. A correct MP2 energy of $-0.200$ hartree would be reported as something between $-0.1875$ and $-0.125$ hartree.

## One identity gives both bounds

Two virtual orbitals enter each denominator, so raising every virtual level by $b$ raises the denominator by $2b$:

$$(\varepsilon_a+b)+(\varepsilon_{a'}+b)-\varepsilon_i-\varepsilon_{i'}=(\varepsilon_a+\varepsilon_{a'}-\varepsilon_i-\varepsilon_{i'})+2b.$$

This is `gap_shift`.

Now compare a single term with a fixed multiple of its correct value. For any reference denominator $c>0$,

$$\frac{1}{d_k+2b}-\frac{c}{c+2b}\,\frac{1}{d_k}
=\frac{d_k(c+2b)-c(d_k+2b)}{d_k(d_k+2b)(c+2b)}
=\frac{2b\,(d_k-c)}{d_k(d_k+2b)(c+2b)}.$$

Multiplying by $|v_k|^2$ and summing gives

$$S(b)-\frac{c}{c+2b}S(0)=\sum_k\frac{|v_k|^2\,2b\,(d_k-c)}{d_k(d_k+2b)(c+2b)}.$$

This is `shiftedSum_sub`. Its proof combines the two sums into one and checks the identity term by term: `field_simp` clears the denominators, which are known to be non-zero, and `ring` compares the numerators.

Each term on the right has the sign of $d_k-c$ or is zero. With $c=g$ all terms are non-negative, which is the lower bound. With $c=w$ all terms are non-positive, which is the upper bound. The proof of `shiftedSum_bounds` makes these two choices. For the second it needs $w>0$, which it reads off from any one excitation; the case without excitations is treated separately.

The equality condition comes from the same identity with $c=g$. A sum of non-negative terms vanishes only if each term does. Since $b>0$ and the denominators are positive, this means $|v_k|^2(d_k-g)=0$ for every $k$, so $d_k=g$ wherever $v_k\ne0$. Conversely, if that holds, every term is zero.

## A tangent line for the mean denominator

Write $f(x)=x/(x+2b)$, so that each shifted term is $f(d_k)$ times the correct term $|v_k|^2/d_k$. The derivative is $f'(x)=2b/(x+2b)^2$, and $f$ lies below its tangent at $D$, because

$$f(D)+f'(D)(d_k-D)-f(d_k)=\frac{2b\,(d_k-D)^2}{(D+2b)^2(d_k+2b)}\ge0.$$

Multiplying by $|v_k|^2/d_k$ gives

$$\frac{|v_k|^2}{d_k+2b}\le f(D)\frac{|v_k|^2}{d_k}+f'(D)\left(|v_k|^2-D\,\frac{|v_k|^2}{d_k}\right).$$

This is the step `key` in the proof, where the equation `e` contains the square. Summed over $k$, the last bracket becomes $\sum_k|v_k|^2-D\,S(0)$, which is zero by the definition of $D$. What remains is $S(b)\le f(D)\,S(0)$. The `calc` block carries out this summation, and `hmean` supplies the cancellation.

## From single-particle differences to the MP2 energy

A double excitation is a pair of single ones:

$$\varepsilon_a+\varepsilon_{a'}-\varepsilon_i-\varepsilon_{i'}=(\varepsilon_a-\varepsilon_i)+(\varepsilon_{a'}-\varepsilon_{i'}).$$

Both brackets lie in $[\Delta,W]$, so the denominator lies in $[2\Delta,2W]$. The bounds on $S(b)$ therefore apply with $g=2\Delta$ and $w=2W$, and the factors of two cancel:

$$\frac{2\Delta}{2\Delta+2b}=\frac{\Delta}{\Delta+b},\qquad \frac{2W}{2W+2b}=\frac{W}{W+b}.$$

Since $E(b)=-\tfrac14S(b)$, multiplication by $-\tfrac14$ reverses both inequalities and gives the stated result. In `mp2Energy_bounds`, `hd` establishes the range of the denominators, `hs` and `h0` express the two energies through `shiftedSum`, `hr` cancels the twos, and `linarith` handles the change of sign.
